# The full-grid finite-difference matrix for the mth derivative on n distinct nodes is zero exactly when n ≤ m

On a grid of n distinct real points, not necessarily evenly spaced, a derivative can be approximated by differentiating the polynomial that interpolates the grid values; for the second derivative, this gives a discrete form of the operator in the one-dimensional kinetic energy. The matrix `stencil x m` does this for the `m`th derivative: its entry `(i, j)` is the `m`th derivative, at node `i`, of the Lagrange polynomial belonging to node `j`. The theorem `stencil_eq_zero_iff` says that this matrix is zero exactly when `n ≤ m`. For the forward direction, the attempt supposes `m < n` and a zero matrix, so that the `m`th derivative of one Lagrange polynomial vanishes at all n nodes and, having degree below n, must be the zero polynomial, which its surviving leading coefficient contradicts. For the converse, each Lagrange polynomial has degree `n - 1`, so `m ≥ n` differentiations leave nothing.

In Lean, a first try:

```lean
import Mathlib

open Polynomial Matrix

namespace NilpotentStencil

noncomputable section

variable {n : ℕ} {x : Fin n → ℝ}

/-- The full-grid finite-difference matrix for the `m`th derivative: entry `(i, j)` is the `m`th
derivative at node `x i` of the `j`th Lagrange polynomial. The nodes are meant to be distinct. -/
def stencil (x : Fin n → ℝ) (m : ℕ) : Matrix (Fin n) (Fin n) ℝ :=
  Matrix.of fun i j => (derivative^[m] (Lagrange.basis Finset.univ x j)).eval (x i)

/-- Each Lagrange polynomial on `n` distinct nodes has degree `n - 1`. -/
theorem natDegree_basis (hx : Function.Injective x) (j : Fin n) :
    (Lagrange.basis Finset.univ x j).natDegree = n - 1 := by
  have h := Lagrange.degree_basis (s := Finset.univ) hx.injOn (Finset.mem_univ j)
  rw [Finset.card_univ, Fintype.card_fin] at h
  exact natDegree_eq_of_degree_eq_some h

/-- Every derivative of a Lagrange polynomial has degree below the number of nodes. -/
theorem degree_derivative_basis_lt (hx : Function.Injective x) (b : ℕ) (j : Fin n) :
    (derivative^[b] (Lagrange.basis Finset.univ x j)).degree
      < (Finset.univ : Finset (Fin n)).card := by
  have h1 := natDegree_iterate_derivative (Lagrange.basis Finset.univ x j) b
  rw [natDegree_basis hx j] at h1
  have hj : 0 < n := Fin.pos j
  have h2 : (derivative^[b] (Lagrange.basis Finset.univ x j)).natDegree < n := by omega
  refine degree_le_natDegree.trans_lt ?_
  rw [Finset.card_univ, Fintype.card_fin]
  exact_mod_cast h2

/-- On distinct nodes, the stencil for the `m`th derivative vanishes exactly when there are at most
`m` nodes. -/
theorem stencil_eq_zero_iff (hx : Function.Injective x) (m : ℕ) :
    stencil x m = 0 ↔ n ≤ m := by
  constructor
  · intro h
    by_contra hm
    let j : Fin n := ⟨0, by omega⟩
    -- a polynomial of degree below `n` that vanishes at all nodes is zero
    have hq : derivative^[m] (Lagrange.basis Finset.univ x j) = 0 :=
      eq_zero_of_degree_lt_of_eval_index_eq_zero (v := x) hx.injOn
        (degree_derivative_basis_lt hx m j) (fun i _ => congrFun (congrFun h i) j)
    -- but its leading coefficient survives `m < n` differentiations
    have hc := congrArg (fun r : ℝ[X] => r.coeff (n - 1 - m)) hq
    simp only [coeff_iterate_derivative, coeff_zero] at hc
    rw [show n - 1 - m + m = n - 1 by omega] at hc
    rcases smul_eq_zero.mp hc with h0 | h0
    · have := Nat.descFactorial_eq_zero_iff_lt.mp h0
      omega
    · rw [← natDegree_basis hx j] at h0
      exact Lagrange.basis_ne_zero hx.injOn (Finset.mem_univ j) (leadingCoeff_eq_zero.mp h0)
  · intro h
    ext i j
    have hj : 0 < n := Fin.pos j
    have h0 : derivative^[m] (Lagrange.basis Finset.univ x j) = 0 :=
      iterate_derivative_eq_zero (by rw [natDegree_basis hx j]; omega)
    simp [stencil, h0]

end

end NilpotentStencil
```

Compiling this gives:

```
Main.lean:45:58: error: Application type mismatch: The argument
  Function.Injective.injOn hx
has type
  Set.InjOn x ?m.54
of sort `Prop` but is expected to have type
  Finset (Fin n)
of sort `Type` in the application
  eq_zero_of_degree_lt_of_eval_index_eq_zero (Function.Injective.injOn hx)
```

The error is in the step that concludes that a polynomial of degree below n with zeros at all n nodes is zero. The lemma used there, `eq_zero_of_degree_lt_of_eval_index_eq_zero`, takes the finite set of node indices as an explicit argument, ahead of the proof that the nodes are distinct on that set. The attempt left the set out. Naming `(v := x)` supplies the node function but not the index set, so Lean matched the next argument, `hx.injOn`, with the place where the set belongs. The message says just this: a proof of `Set.InjOn x ?m.54` was given where a `Finset (Fin n)` was expected.

The repair inserts `Finset.univ`, the set of all node indices, before `hx.injOn`. The injectivity proof, the degree bound and the proof that the polynomial vanishes at the nodes then each fall in their proper places. The mathematical argument is unchanged.

After these edits no error is left:

```diff
@@ -43,5 +43,5 @@
     -- a polynomial of degree below `n` that vanishes at all nodes is zero
     have hq : derivative^[m] (Lagrange.basis Finset.univ x j) = 0 :=
-      eq_zero_of_degree_lt_of_eval_index_eq_zero (v := x) hx.injOn
+      eq_zero_of_degree_lt_of_eval_index_eq_zero (v := x) Finset.univ hx.injOn
         (degree_derivative_basis_lt hx m j) (fun i _ => congrFun (congrFun h i) j)
     -- but its leading coefficient survives `m < n` differentiations
```
